# By either of two counts, the ground state of two coupled electron-pair configurations has two unpaired electrons exactly at degeneracy

Let two closed-shell configurations each hold one electron pair, the first in orbital 0 and the second in orbital 1, where the two orbitals are orthonormal. I measure energies from the first configuration, put the second at $2D\ge 0$, and couple them by a real $K\neq 0$. The normalised ground state has amplitudes $(c,s)$, and the orbital occupations are $n_0=2c^2$ and $n_1=2s^2$.

Two ways of counting unpaired electrons are $\sum_i\min(n_i,2-n_i)$ and $\sum_i n_i(2-n_i)$. I believe that they give

$$
2\left(1-\frac{D}{\sqrt{D^2+K^2}}\right)
\qquad\text{and}\qquad
\frac{2K^2}{D^2+K^2},
$$

and that both equal 2 when the configurations are degenerate. Can this be derived in full, with the ground state defined by its eigenvalue and not by a formula for its amplitudes, and can the argument be checked by machine?

## From the eigenvalue equation to the occupations

Yes. In the basis of the two configurations the Hamiltonian is

$$
H=\begin{pmatrix}0&K\\K&2D\end{pmatrix},
\qquad R=\sqrt{D^2+K^2}.
$$

Since $K\neq0$, we have $R>0$. A ground state is a vector $(c,s)$ with $c^2+s^2=1$ whose eigenvalue $E$ is no larger than any other eigenvalue of $H$. Its overall sign is free, and neither count depends on it.

The two configurations differ by moving both electrons. A one-electron density operator therefore cannot connect them, and the one-particle density matrix is diagonal in the two orbitals. They are natural orbitals with occupations $2c^2$ and $2s^2$, which add up to two electrons.

**The energy.** In components the eigenvalue equation reads

$$
Ks=Ec,\qquad Kc+2Ds=Es .
$$

Multiply the second equation by $K$ and insert the first. This gives $K^2c=(E-2D)Ks=E(E-2D)c$. Multiplying the first by $K$ and inserting the second gives in the same way $K^2s=EKc=E(E-2D)s$. Now multiply these two results by $c$ and $s$ respectively, add them, and use $c^2+s^2=1$:

$$
K^2=E(E-2D),\qquad\text{that is,}\qquad (E-D)^2=R^2 .
$$

So $E$ is either $D-R$ or $D+R$. The value $D-R$ does occur as an eigenvalue, with the nonzero eigenvector $(K,\,D-R)$. The first component of the equation is immediate for this vector, and the second holds because

$$
K^2+2D(D-R)=D^2-2DR+R^2=(D-R)^2 .
$$

The lowest eigenvalue therefore satisfies $E\le D-R$, which excludes $D+R$. Hence $E=D-R$.

**The product of the amplitudes.** Multiply the first component equation by $s$, the second by $c$, and add:

$$
K(s^2+c^2)+2Dcs=2Ecs .
$$

With normalisation and $E-D=-R$ this becomes

$$
2R\,cs=-K .
$$

Squaring gives $4R^2c^2s^2=K^2$. Because $2-n_0=n_1$ and $2-n_1=n_0$, the quadratic count is

$$
\sum_i n_i(2-n_i)=2n_0n_1=8c^2s^2=\frac{2K^2}{D^2+K^2}.
$$

**The weight of the upper configuration.** Multiply the second component equation by $s$ and subtract $c$ times the first. The coupling terms cancel, leaving

$$
2Ds^2=E(s^2-c^2)=E(2s^2-1).
$$

Therefore $2(D-E)s^2=-E$, or $2Rs^2=R-D$. The occupations are

$$
n_0=1+\frac DR,\qquad n_1=1-\frac DR .
$$

Since $D\ge0$, orbital 0 is at least half filled and orbital 1 at most half filled. The first minimum is $2-n_0$ and the second is $n_1$. Both equal $1-D/R$, so their sum is $2(1-D/R)$.

**Degeneracy and slope.** The first count equals 2 exactly when $D/R=0$, hence exactly when $D=0$. The second equals 2 exactly when $K^2=D^2+K^2$, which is again $D=0$. Differentiating the energy at fixed $K$ gives

$$
\frac{\partial}{\partial D}(D-R)=1-\frac DR=\frac12\sum_i\min(n_i,2-n_i).
$$

The first count is thus twice the slope of the ground energy in $D$. Physically, raising $D$ raises only the upper configuration, and the energy responds in proportion to that configuration's weight.

## The numbers at D = 7 and K = 24

Here $R=\sqrt{49+576}=25$ and $E=7-25=-18$. The vector $(4/5,-3/5)$ is normalised, and the two components of $Hv$ are

$$
24\cdot\left(-\tfrac35\right)=-\tfrac{72}{5}=-18\cdot\tfrac45,
\qquad
24\cdot\tfrac45+14\cdot\left(-\tfrac35\right)=\tfrac{54}{5}=-18\cdot\left(-\tfrac35\right).
$$

The occupations are $n_0=1.28$ and $n_1=0.72$. The first count is $0.72+0.72=1.44$, in agreement with $2(1-7/25)$. The second is $2\cdot1.28\cdot0.72=1.8432$, in agreement with $2\cdot576/625$. The same state thus has two different counts; they agree at $D=0$ but not here.

## The Lean development

```lean
import Mathlib

open Matrix

namespace TwoConfigurationUnpairedElectrons

noncomputable section

/-- The Hamiltonian of two closed-shell configurations with energies `0` and `2D`,
coupled by `K`. -/
def ciMatrix (D K : ℝ) : Matrix (Fin 2) (Fin 2) ℝ := !![0, K; K, 2 * D]

/-- A normalised eigenvector of the Hamiltonian whose eigenvalue is the lowest one. -/
def IsGroundState (D K : ℝ) (v : Fin 2 → ℝ) : Prop :=
  v 0 ^ 2 + v 1 ^ 2 = 1 ∧ ∃ E : ℝ, ciMatrix D K *ᵥ v = E • v ∧
    ∀ (F : ℝ) (w : Fin 2 → ℝ), w ≠ 0 → ciMatrix D K *ᵥ w = F • w → E ≤ F

/-- The energy `D - √(D² + K²)`. -/
def groundEnergy (D K : ℝ) : ℝ := D - √(D ^ 2 + K ^ 2)

/-- The occupation of natural orbital `i`: twice the weight of the configuration
in which it is doubly occupied. -/
def occupation (v : Fin 2 → ℝ) (i : Fin 2) : ℝ := 2 * v i ^ 2

/-- The unpaired-electron count `∑ min(n, 2 - n)`. -/
def minCount (v : Fin 2 → ℝ) : ℝ := ∑ i, min (occupation v i) (2 - occupation v i)

/-- The unpaired-electron count `∑ n (2 - n)`. -/
def quadCount (v : Fin 2 → ℝ) : ℝ := ∑ i, occupation v i * (2 - occupation v i)

/-- The eigenvalue equation of the two-configuration Hamiltonian, written in components. -/
theorem eigen_iff (D K F : ℝ) (w : Fin 2 → ℝ) :
    ciMatrix D K *ᵥ w = F • w ↔
      K * w 1 = F * w 0 ∧ K * w 0 + 2 * D * w 1 = F * w 1 := by
  rw [funext_iff, Fin.forall_fin_two]
  simp [ciMatrix, Matrix.mulVec, dotProduct, Fin.sum_univ_two]

/-- A ground state of the coupled configurations has energy `D - √(D² + K²)`. -/
theorem ground_energy {D K : ℝ} {v : Fin 2 → ℝ} (hK : K ≠ 0) (h : IsGroundState D K v) :
    ciMatrix D K *ᵥ v = groundEnergy D K • v := by
  obtain ⟨hn, E, hE, hmin⟩ := h
  have hR : 0 < √(D ^ 2 + K ^ 2) := Real.sqrt_pos.mpr (by positivity)
  have hsq : √(D ^ 2 + K ^ 2) ^ 2 = D ^ 2 + K ^ 2 := Real.sq_sqrt (by positivity)
  -- compare with an explicit eigenvector
  have hle : E ≤ groundEnergy D K := by
    refine hmin _ ![K, groundEnergy D K] (fun h0 => hK (by simpa using congrFun h0 0)) ?_
    refine (eigen_iff _ _ _ _).2 ⟨mul_comm K (groundEnergy D K), ?_⟩
    show K * K + 2 * D * (D - √(D ^ 2 + K ^ 2)) =
      (D - √(D ^ 2 + K ^ 2)) * (D - √(D ^ 2 + K ^ 2))
    linear_combination (-1 : ℝ) * hsq
  -- the characteristic equation
  obtain ⟨a, b⟩ := (eigen_iff _ _ _ _).1 hE
  have hchar : K ^ 2 = E * (E - 2 * D) := by
    linear_combination v 0 * (K * b + (E - 2 * D) * a) + v 1 * (K * a + E * b)
      - (K ^ 2 - E * (E - 2 * D)) * hn
  have hprod : (E - D + √(D ^ 2 + K ^ 2)) * (E - D - √(D ^ 2 + K ^ 2)) = 0 := by
    linear_combination (-1 : ℝ) * hchar - hsq
  have hEq : E = groundEnergy D K := by
    unfold groundEnergy at hle ⊢
    rcases mul_eq_zero.1 hprod with h1 | h1
    · linarith
    · exfalso
      linarith
  rw [← hEq]
  exact hE

/-- For `K ≠ 0`, the product of the two ground-state amplitudes is `-K / (2√(D² + K²))`, written
without division. -/
theorem amplitude_product {D K : ℝ} {v : Fin 2 → ℝ} (hK : K ≠ 0)
    (h : IsGroundState D K v) : 2 * √(D ^ 2 + K ^ 2) * (v 0 * v 1) = -K := by
  obtain ⟨a, b⟩ := (eigen_iff _ _ _ _).1 (ground_energy hK h)
  unfold groundEnergy at a b
  linear_combination v 1 * a + v 0 * b - K * h.1

/-- For `D ≥ 0` and `K ≠ 0` the ground state has the unpaired-electron counts
`∑ min(n, 2 - n) = 2(1 - D/√(D² + K²))` and `∑ n(2 - n) = 2K²/(D² + K²)`. -/
theorem unpaired_counts {D K : ℝ} {v : Fin 2 → ℝ} (hD : 0 ≤ D) (hK : K ≠ 0)
    (h : IsGroundState D K v) :
    minCount v = 2 * (1 - D / √(D ^ 2 + K ^ 2)) ∧
      quadCount v = 2 * K ^ 2 / (D ^ 2 + K ^ 2) := by
  have hS : 0 < D ^ 2 + K ^ 2 := by positivity
  have hR : 0 < √(D ^ 2 + K ^ 2) := Real.sqrt_pos.mpr hS
  have hsq : √(D ^ 2 + K ^ 2) ^ 2 = D ^ 2 + K ^ 2 := Real.sq_sqrt hS.le
  have hn := h.1
  have h0 : v 0 ^ 2 = 1 - v 1 ^ 2 := by linarith
  constructor
  · obtain ⟨a, b⟩ := (eigen_iff _ _ _ _).1 (ground_energy hK h)
    unfold groundEnergy at a b
    -- weight of the upper configuration
    have hw : 2 * √(D ^ 2 + K ^ 2) * v 1 ^ 2 = √(D ^ 2 + K ^ 2) - D := by
      linear_combination v 1 * b - v 0 * a - (D - √(D ^ 2 + K ^ 2)) * hn
    have hx : D / √(D ^ 2 + K ^ 2) * √(D ^ 2 + K ^ 2) = D := div_mul_cancel₀ _ hR.ne'
    have hx0 : 0 ≤ D / √(D ^ 2 + K ^ 2) := div_nonneg hD hR.le
    have h1 : v 1 ^ 2 = (1 - D / √(D ^ 2 + K ^ 2)) / 2 := by
      apply mul_right_cancel₀ hR.ne'
      linear_combination hw / 2 + hx / 2
    -- orbital 0 is at least half filled, orbital 1 at most half filled
    simp only [minCount, occupation, Fin.sum_univ_two]
    rw [min_eq_right (show 2 - 2 * v 0 ^ 2 ≤ 2 * v 0 ^ 2 by linarith),
      min_eq_left (show 2 * v 1 ^ 2 ≤ 2 - 2 * v 1 ^ 2 by linarith)]
    linarith
  · -- the square of the amplitude product
    have hc := amplitude_product hK h
    have hc2 : 4 * (D ^ 2 + K ^ 2) * ((1 - v 1 ^ 2) * v 1 ^ 2) = K ^ 2 := by
      linear_combination (2 * √(D ^ 2 + K ^ 2) * (v 0 * v 1) - K) * hc
        - 4 * v 0 ^ 2 * v 1 ^ 2 * hsq - 4 * (D ^ 2 + K ^ 2) * v 1 ^ 2 * h0
    simp only [quadCount, occupation, Fin.sum_univ_two]
    rw [h0, eq_div_iff hS.ne']
    linear_combination 2 * hc2

/-- For `D ≥ 0` and `K ≠ 0`, each of the two unpaired-electron counts equals two
exactly when the configurations are degenerate, `D = 0`. -/
theorem counts_eq_two_iff {D K : ℝ} {v : Fin 2 → ℝ} (hD : 0 ≤ D) (hK : K ≠ 0)
    (h : IsGroundState D K v) :
    (minCount v = 2 ↔ D = 0) ∧ (quadCount v = 2 ↔ D = 0) := by
  have hS : 0 < D ^ 2 + K ^ 2 := by positivity
  have hR : 0 < √(D ^ 2 + K ^ 2) := Real.sqrt_pos.mpr hS
  obtain ⟨hm, hq⟩ := unpaired_counts hD hK h
  rw [hm, hq]
  constructor
  · constructor
    · intro h1
      have h2 : D / √(D ^ 2 + K ^ 2) = 0 := by linarith
      exact (div_eq_zero_iff.1 h2).resolve_right hR.ne'
    · intro h1
      simp [h1]
  · rw [div_eq_iff hS.ne']
    constructor
    · intro h1
      have h2 : D ^ 2 = 0 := by linarith
      exact (pow_eq_zero_iff two_ne_zero).1 h2
    · intro h1
      rw [h1]
      ring

/-- For `D ≥ 0` and `K ≠ 0`, the derivative of the ground energy with respect to `D`
at fixed coupling is half the unpaired-electron count `∑ min(n, 2 - n)`. -/
theorem energy_slope {D K : ℝ} {v : Fin 2 → ℝ} (hD : 0 ≤ D) (hK : K ≠ 0)
    (h : IsGroundState D K v) :
    HasDerivAt (fun x => groundEnergy x K) (minCount v / 2) D := by
  have hS : 0 < D ^ 2 + K ^ 2 := by positivity
  have h1 : HasDerivAt (fun x : ℝ => x ^ 2 + K ^ 2) (2 * D) D :=
    ((hasDerivAt_pow 2 D).add_const (K ^ 2)).congr_deriv (by norm_num)
  have h2 := (hasDerivAt_id' D).fun_sub (h1.sqrt hS.ne')
  refine h2.congr_deriv ?_
  rw [(unpaired_counts hD hK h).1, mul_div_mul_left _ _ two_ne_zero]
  ring

/-- At `D = 7` and `K = 24` the vector `(4/5, -3/5)` is a ground state. -/
theorem isGroundState_witness : IsGroundState 7 24 ![4 / 5, -3 / 5] := by
  refine ⟨by norm_num, -18, (eigen_iff _ _ _ _).2 (by norm_num), ?_⟩
  intro F w hw hF
  obtain ⟨a, b⟩ := (eigen_iff _ _ _ _).1 hF
  by_contra hlt
  have hlt' : F < -18 := not_le.1 hlt
  -- an eigenvalue below -18 would force the eigenvector to vanish
  have hp : (F - 32) * (F + 18) * w 0 = 0 := by
    linear_combination (-24 : ℝ) * b - (F - 14) * a
  have hpos : (F - 32) * (F + 18) ≠ 0 :=
    mul_ne_zero (by linarith) (by linarith)
  have hw0 : w 0 = 0 := (mul_eq_zero.1 hp).resolve_left hpos
  have hw1 : w 1 = 0 := by
    rw [hw0] at a
    linarith
  exact hw (funext_iff.2 (Fin.forall_fin_two.2 ⟨hw0, hw1⟩))

end

end TwoConfigurationUnpairedElectrons
```

```lean
#print axioms TwoConfigurationUnpairedElectrons.counts_eq_two_iff
#print axioms TwoConfigurationUnpairedElectrons.energy_slope
```

```
'TwoConfigurationUnpairedElectrons.counts_eq_two_iff' depends on axioms: [propext, Classical.choice, Quot.sound]
'TwoConfigurationUnpairedElectrons.energy_slope' depends on axioms: [propext, Classical.choice, Quot.sound]
```

## What the Lean statements say about the two configurations

`ciMatrix D K` is the Hamiltonian above, with real entries. A state is a function `v : Fin 2 → ℝ`; `v 0` is $c$ and `v 1` is $s$. The product `*ᵥ` applies the matrix to a vector, and `•` multiplies a vector by a number.

`IsGroundState D K v` has two parts. The first is normalisation. The second provides an energy `E` for which `v` satisfies the eigenvalue equation, and requires `E ≤ F` for every eigenvalue `F` that has a nonzero eigenvector `w`. Neither the value of the energy nor the amplitudes are built into this definition.

`occupation v i` is $2v_i^2$, and `minCount` and `quadCount` are the two sums over both orbitals. `groundEnergy D K` is by definition the expression $D-\sqrt{D^2+K^2}$; the theorem `ground_energy` shows that every ground state with $K\neq0$ has it as its eigenvalue.

The principal theorems concern any ground state `v` under the hypotheses `0 ≤ D` and `K ≠ 0`:

- `unpaired_counts` gives the two closed forms.
- `counts_eq_two_iff` says, for each count separately, that it equals 2 if and only if `D = 0`.
- `energy_slope` says that the function $x\mapsto x-\sqrt{x^2+K^2}$ has derivative `minCount v / 2` at $x=D$, where `v` is a ground state at that same $D$.

The hypothesis $D\ge0$ fixes the labels, so that configuration 0 is not the higher one. The hypothesis $K\neq0$ says that the two configurations interact. Without coupling, at $D=0$, every normalised vector would be a ground state and the counts would not be determined by $D$ and $K$.

The theorems speak about a given ground state. `isGroundState_witness` supplies one at $D=7$, $K=24$, so the hypotheses are satisfiable; for other parameters, existence follows from the ordinary diagonalisation of a real symmetric matrix, which the file does not state as a theorem.

The model begins after the orbitals and configurations have been chosen. The density matrix is not constructed in Lean: the occupations enter as a definition, justified by the double-excitation argument above. $D$ and $K$ are free parameters and are not computed from integrals or from a molecular geometry.

Counts of this kind serve as measures of diradical character in electronic-structure work. In the minimal-basis description of a stretched hydrogen molecule, restricted to its two closed-shell configurations, the energy difference of the configurations tends to zero as the bond is stretched, while their coupling changes but tends to a nonzero limit. Hence $D/K\to0$, and both counts tend to 2.

## How the Lean proof follows the algebra

`eigen_iff` translates the matrix equation into the two component equations. It splits an equality of functions on `Fin 2` into its two entries, and `simp` evaluates the matrix product. The later proofs call these entries `a` and `b`; they are $Ks=Ec$ and $Kc+2Ds=Es$.

`ground_energy` follows the energy derivation, with the comparison placed first. The step `hle` applies the minimality condition to the explicit vector $(K,D-R)$, which is nonzero because its first entry is $K$. Next, `hchar` is the characteristic equation. Its `linear_combination` records the elimination above: the coefficients of `a` and `b` produce the two equations for $K^2c$ and $K^2s$, already multiplied by $c$ and $s$, and the term with `hn` uses normalisation. The factorised form is `hprod`, and the case distinction on its two factors keeps $D-R$ and refutes $D+R$ by `linarith`.

`amplitude_product` is the relation $2R\,cs=-K$. The combination `v 1 * a + v 0 * b` is the sum formed by hand, and `K * h.1` replaces $c^2+s^2$ by 1.

In `unpaired_counts`, the first half proves `hw`, which is $2Rs^2=R-D$, from the difference `v 1 * b - v 0 * a` and normalisation. Cancelling the positive factor $R$ gives `h1`, the formula for $s^2$. The rewrites with `min_eq_right` and `min_eq_left` then select $2-n_0$ and $n_1$. Their inequalities follow from $D/R\ge0$, and it is here that the sign of $D$ is used.

The second half squares the amplitude product. In `hc2`, the relation `hc` is multiplied by $2R\,cs-K$, which turns $2R\,cs=-K$ into $4R^2c^2s^2=K^2$. The remaining terms replace $R^2$ by $D^2+K^2$ and $c^2$ by $1-s^2$. Doubling `hc2` gives the quadratic count after its denominator has been cleared.

`counts_eq_two_iff` rewrites both counts with their closed forms and solves each equation for $D$. For the first, a quotient with nonzero denominator vanishes only if its numerator does; for the second, the equation reduces to $D^2=0$.

`energy_slope` differentiates $x^2+K^2$, applies the derivative rule for the square root, which is available because $D^2+K^2>0$, and subtracts the result from the derivative of $x$. The closed form of `minCount` identifies what remains.

`isGroundState_witness` checks normalisation and the eigenvalue equation by arithmetic, then proves minimality. For any eigenvalue $F$ with eigenvector $w$, elimination gives $(F-32)(F+18)w_0=0$. If $F<-18$, both factors in $F$ are nonzero, so $w_0=0$; the first component equation then gives $w_1=0$. This contradicts $w\neq0$, so no eigenvalue lies below $-18$.
